# Every real symmetric matrix is tridiagonal in some orthonormal basis starting from a chosen unit vector

The Lanczos recursion builds a chain from a starting orbital. At each step it applies the Hamiltonian to the latest orbital, projects out all the orbitals found so far, and normalises what remains. If that remainder vanishes early, there is nothing to normalise, and the recursion stops with part of the orbital space missing from the chain. The construction below covers this case too: it always returns a complete orthonormal basis. It applies to finite, real one-particle Hamiltonians.

In Lean 4 with Mathlib:

```lean
import Mathlib

open Matrix

namespace WilsonChain

noncomputable section
```

## Stars, chains and the hybridizing orbital

A site of energy \(e\), coupled with amplitudes \(V_i\) to a system with Hamiltonian \(B\), has the one-particle Hamiltonian

\[
\begin{pmatrix} e & V^T\\ V & B\end{pmatrix}.
\]

This is `coupled e V B`, with the new site at index 0. A diagonal \(B\) gives the star: independent levels, each coupled to the impurity.

```lean
/-- One-particle Hamiltonian of a site of energy `e` coupled with real amplitudes `V` to the
orbitals of a system with Hamiltonian `B`. The new site has index `0`. -/
def coupled {n : ℕ} (e : ℝ) (V : Fin n → ℝ) (B : Matrix (Fin n) (Fin n) ℝ) :
    Matrix (Fin (n + 1)) (Fin (n + 1)) ℝ :=
  Matrix.of (vecCons (vecCons e V) (fun i => vecCons (V i) (B i)))
```

A chain is a symmetric matrix \(T\) with \(T_{ij}=0\) for \(j>i+1\) and \(T_{i,i+1}\ge 0\); symmetry takes care of the lower triangle. A hopping may be zero, so a chain may fall into disconnected segments.

```lean
/-- A chain Hamiltonian: a real symmetric matrix that couples only neighbouring sites, with
nonnegative hopping amplitudes. -/
structure IsChain {n : ℕ} (T : Matrix (Fin n) (Fin n) ℝ) : Prop where
  symm : ∀ i j, T i j = T j i
  far : ∀ i j : Fin n, (i : ℕ) + 1 < j → T i j = 0
  hop : ∀ i j : Fin n, (i : ℕ) + 1 = j → 0 ≤ T i j
```

For \(V\ne0\), the impurity couples to a single combination of bath orbitals, \(h_i=V_i/\sqrt{V\cdot V}\).

```lean
/-- The bath orbital to which an impurity with amplitudes `V` couples, for `V ≠ 0`. -/
def hybridizingOrbital {n : ℕ} (V : Fin n → ℝ) : Fin n → ℝ :=
  fun i => V i / √(V ⬝ᵥ V)
```

Some \(V_i\) is nonzero, so \(V\cdot V>0\). Hence \(h\cdot h=V\cdot V/(\sqrt{V\cdot V})^2=1\) and \(V=\sqrt{V\cdot V}\,h\).

```lean
/-- For nonzero amplitudes the hybridizing orbital is normalized, and the amplitudes are
`√(V ⬝ᵥ V)` times this orbital. -/
theorem hybridizingOrbital_spec {n : ℕ} {V : Fin n → ℝ} (hV : V ≠ 0) :
    hybridizingOrbital V ⬝ᵥ hybridizingOrbital V = 1 ∧
      ∀ i, V i = √(V ⬝ᵥ V) * hybridizingOrbital V i := by
  have hpos : 0 < V ⬝ᵥ V := by
    obtain ⟨i, hi⟩ := Function.ne_iff.mp hV
    exact Finset.sum_pos' (fun j _ => mul_self_nonneg (V j))
      ⟨i, Finset.mem_univ i, mul_self_pos.mpr hi⟩
  have hs : √(V ⬝ᵥ V) ≠ 0 := (Real.sqrt_pos.mpr hpos).ne'
  constructor
  · have h : hybridizingOrbital V ⬝ᵥ hybridizingOrbital V
        = (V ⬝ᵥ V) / (√(V ⬝ᵥ V) * √(V ⬝ᵥ V)) := by
      simp only [dotProduct, hybridizingOrbital, Finset.sum_div]
      exact Finset.sum_congr rfl fun i _ => div_mul_div_comm _ _ _ _
    rw [h, Real.mul_self_sqrt hpos.le, div_self hpos.ne']
  · intro i
    change V i = √(V ⬝ᵥ V) * (V i / √(V ⬝ᵥ V))
    field_simp
```

## An orthogonal matrix with a given first column

Let \(v\cdot v=1\), and let \(e_0\) be the first basis vector. If \(v_0=1\), the other components vanish and the identity matrix serves. Otherwise set \(w=v-e_0\), so that

\[
w\cdot w=(v_0-1)^2+1-v_0^2=2(1-v_0).
\]

With \(c=1/(1-v_0)\), take the Householder reflection \(Q=1-c\,ww^T\). It is symmetric, and

\[
Q^TQ=1-2c\,ww^T+c^2(w\cdot w)\,ww^T=1 .
\]

Its first column is \(e_0-c(v_0-1)w=e_0+w=v\). In the code, `P` stands for \(ww^T\). The first `linear_combination` uses \(v\cdot v=1\) to compute \(w\cdot w\); the other three use \(c(1-v_0)=1\).

```lean
/-- Every real unit vector is the first column of an orthogonal matrix. -/
theorem exists_orthogonal_first_column {n : ℕ} (v : Fin (n + 1) → ℝ) (hv : v ⬝ᵥ v = 1) :
    ∃ Q : Matrix (Fin (n + 1)) (Fin (n + 1)) ℝ, Qᵀ * Q = 1 ∧ ∀ i, Q i 0 = v i := by
  rw [dotProduct, Fin.sum_univ_succ] at hv
  by_cases h : v 0 = 1
  · -- here `v` is already the first basis vector
    have hs : ∑ i : Fin n, v i.succ * v i.succ = 0 := by
      rw [h] at hv
      linarith
    refine ⟨1, by simp, fun i => ?_⟩
    cases i using Fin.cases with
    | zero => simp [h]
    | succ i =>
      have hi := (Finset.sum_eq_zero_iff_of_nonneg
        (fun i _ => mul_self_nonneg (v (Fin.succ i)))).mp hs i (Finset.mem_univ i)
      rw [mul_self_eq_zero.mp hi, Matrix.one_apply_ne (Fin.succ_ne_zero i)]
  · -- Householder reflection along `w = v - e₀`
    obtain ⟨w, hw0, hws⟩ : ∃ w : Fin (n + 1) → ℝ,
        w 0 = v 0 - 1 ∧ ∀ i : Fin n, w i.succ = v i.succ :=
      ⟨vecCons (v 0 - 1) (fun i => v i.succ), rfl, fun _ => rfl⟩
    have hww : ∑ i, w i * w i = 2 * (1 - v 0) := by
      rw [Fin.sum_univ_succ]
      simp only [hw0, hws]
      linear_combination hv
    obtain ⟨c, hc⟩ : ∃ c : ℝ, c * (1 - v 0) = 1 :=
      ⟨(1 - v 0)⁻¹, inv_mul_cancel₀ (sub_ne_zero.mpr (Ne.symm h))⟩
    obtain ⟨P, hP⟩ : ∃ P : Matrix (Fin (n + 1)) (Fin (n + 1)) ℝ,
        ∀ i j, P i j = w i * w j := ⟨Matrix.of fun i j => w i * w j, fun _ _ => rfl⟩
    have hPT : Pᵀ = P := by
      ext i j
      rw [Matrix.transpose_apply, hP, hP, mul_comm]
    have hPP : P * P = (2 * (1 - v 0)) • P := by
      ext i j
      rw [← hww]
      simp only [Matrix.mul_apply, Matrix.smul_apply, smul_eq_mul, hP, Finset.sum_mul]
      exact Finset.sum_congr rfl fun k _ => by ring
    refine ⟨1 - c • P, ?_, fun i => ?_⟩
    · rw [Matrix.transpose_sub, Matrix.transpose_smul, Matrix.transpose_one, hPT]
      simp only [sub_mul, mul_sub, one_mul, mul_one, Matrix.smul_mul, Matrix.mul_smul, hPP]
      ext i j
      simp only [Matrix.sub_apply, Matrix.smul_apply, smul_eq_mul]
      linear_combination (2 * c * P i j) * hc
    · simp only [Matrix.sub_apply, Matrix.smul_apply, smul_eq_mul, hP]
      cases i using Fin.cases with
      | zero =>
        rw [Matrix.one_apply_eq, hw0]
        linear_combination (v 0 - 1) * hc
      | succ i =>
        rw [Matrix.one_apply_ne (Fin.succ_ne_zero i), hw0, hws]
        linear_combination v i.succ * hc
```

## Rotating only the bath

Extending \(Q\) by the identity on the impurity gives `coupled 1 0 Q`. Block multiplication yields

\[
\begin{pmatrix}1&0\\0&Q^T\end{pmatrix}
\begin{pmatrix}e&V^T\\V&B\end{pmatrix}
\begin{pmatrix}1&0\\0&Q\end{pmatrix}
=\begin{pmatrix}e&(Q^TV)^T\\Q^TV&Q^TBQ\end{pmatrix}.
\]

```lean
/-- A change of basis `Q` among the bath orbitals alone keeps the impurity energy and turns the
amplitudes `V` into `Qᵀ V` and the bath Hamiltonian `B` into `Qᵀ B Q`. -/
theorem rotate_bath {n : ℕ} (e : ℝ) (V : Fin n → ℝ) (B Q : Matrix (Fin n) (Fin n) ℝ) :
    (coupled 1 0 Q)ᵀ * coupled e V B * coupled 1 0 Q
      = coupled e (Qᵀ *ᵥ V) (Qᵀ * B * Q) := by
  ext i j
  cases i using Fin.cases <;> cases j using Fin.cases <;>
    simp [coupled, Matrix.mul_apply, Fin.sum_univ_succ, Matrix.mulVec, dotProduct, mul_comm]
```

Setting \(e=1\), \(V=0\), \(B=1\) shows that the extended matrix is orthogonal when \(Q\) is.

```lean
/-- An orthogonal change of basis of the bath, extended by the identity on the impurity, is
orthogonal. -/
theorem rotate_bath_orthogonal {n : ℕ} {Q : Matrix (Fin n) (Fin n) ℝ} (hQ : Qᵀ * Q = 1) :
    (coupled 1 0 Q)ᵀ * coupled 1 0 Q = 1 := by
  have h1 : coupled 1 (0 : Fin n → ℝ) 1 = 1 := by
    ext i j
    cases i using Fin.cases <;> cases j using Fin.cases <;>
      simp [coupled, Matrix.one_apply, Fin.succ_ne_zero, (Fin.succ_ne_zero _).symm]
  have h := rotate_bath 1 0 1 Q
  simpa only [h1, mul_one, Matrix.mulVec_zero, hQ] using h
```

If \(V_i=\beta Q_{i0}\), orthogonality leaves one coupling:

\[
(Q^TV)_i=\beta\sum_k Q_{ki}Q_{k0}=\beta\,\delta_{i0}.
\]

```lean
/-- If the amplitudes are `β` times the first column of an orthogonal matrix `Q`, then in the
basis given by `Q` only the first orbital couples, with amplitude `β`. -/
theorem coupling_to_first_site {n : ℕ} {Q : Matrix (Fin (n + 1)) (Fin (n + 1)) ℝ}
    {V : Fin (n + 1) → ℝ} {β : ℝ} (hQ : Qᵀ * Q = 1) (hV : ∀ i, V i = β * Q i 0) :
    Qᵀ *ᵥ V = Pi.single 0 β := by
  ext i
  have h := congrFun (congrFun hQ i) 0
  simp only [Matrix.mul_apply, Matrix.transpose_apply, Matrix.one_apply] at h
  calc (Qᵀ *ᵥ V) i = β * ∑ k, Q k i * Q k 0 := by
        simp only [Matrix.mulVec, dotProduct, Matrix.transpose_apply, hV, Finset.mul_sum]
        exact Finset.sum_congr rfl fun k _ => by ring
    _ = (Pi.single 0 β : Fin (n + 1) → ℝ) i := by
        rw [h, Pi.single_apply]
        split_ifs <;> simp
```

Attaching a site to the first site of a chain with amplitude \(\beta\ge0\) adds one neighbour hopping and no longer-range one. The proof checks the three chain conditions, separating the new site from the old ones.

```lean
/-- Attaching a site to the first site of a chain with a nonnegative amplitude gives a chain. -/
theorem IsChain.attach {n : ℕ} {T : Matrix (Fin (n + 1)) (Fin (n + 1)) ℝ} (hT : IsChain T)
    (e : ℝ) {β : ℝ} (hβ : 0 ≤ β) : IsChain (coupled e (Pi.single 0 β) T) := by
  refine ⟨fun i j => ?_, fun i j h => ?_, fun i j h => ?_⟩
  · cases i using Fin.cases with
    | zero => cases j using Fin.cases <;> rfl
    | succ i =>
      cases j using Fin.cases with
      | zero => rfl
      | succ j => exact hT.symm i j
  · cases j using Fin.cases with
    | zero => simp at h
    | succ j =>
      cases i using Fin.cases with
      | zero =>
        have hj : j ≠ 0 := by
          rintro rfl
          simp at h
        change (Pi.single 0 β : Fin (n + 1) → ℝ) j = 0
        rw [Pi.single_apply, if_neg hj]
      | succ i => exact hT.far i j (by simpa using h)
  · cases j using Fin.cases with
    | zero => simp at h
    | succ j =>
      cases i using Fin.cases with
      | zero =>
        change 0 ≤ (Pi.single 0 β : Fin (n + 1) → ℝ) j
        rw [Pi.single_apply]
        split_ifs
        · exact hβ
        · exact le_rfl
      | succ i => exact hT.hop i j (by simpa using h)
```

## Building the chain by induction

The theorem takes a real symmetric \(A\) on \(n+1\) orbitals and a unit vector \(v\). It gives \(Q\) with \(Q^TQ=1\), first column \(v\), and \(Q^TAQ\) a chain.

A single orbital is already a chain. For more orbitals, choose an orthogonal \(P\) with first column \(v\) and write

\[
P^TAP=\begin{pmatrix}a&V^T\\V&B\end{pmatrix},\qquad V=\beta w,\quad \beta\ge0,\quad w\cdot w=1.
\]

For \(V\ne0\), \(w\) is the normalised \(V\). For \(V=0\), where Lanczos would stop, take \(\beta=0\) and \(w=e_0\). By induction, some orthogonal \(R\) with first column \(w\) makes \(R^TBR\) a chain. Then

\[
Q=P\begin{pmatrix}1&0\\0&R\end{pmatrix},\qquad
Q^TAQ=\begin{pmatrix}a&\beta e_0^T\\ \beta e_0&R^TBR\end{pmatrix},
\]

which is a chain, and the first column of \(Q\) is still \(v\).

```lean
/-- For every real symmetric Hamiltonian `A` and every unit vector `v` there is an orthogonal
basis change with first column `v` that turns `A` into a chain Hamiltonian. -/
theorem exists_wilson_chain {n : ℕ} (A : Matrix (Fin (n + 1)) (Fin (n + 1)) ℝ)
    (hA : A.IsSymm) (v : Fin (n + 1) → ℝ) (hv : v ⬝ᵥ v = 1) :
    ∃ Q : Matrix (Fin (n + 1)) (Fin (n + 1)) ℝ,
      Qᵀ * Q = 1 ∧ (∀ i, Q i 0 = v i) ∧ IsChain (Qᵀ * A * Q) := by
  induction n with
  | zero =>
    obtain ⟨Q, hQ, hQv⟩ := exists_orthogonal_first_column v hv
    refine ⟨Q, hQ, hQv, fun i j => ?_, fun i j h => ?_, fun i j h => ?_⟩
    · have hij : i = j := Fin.ext (by have := i.isLt; have := j.isLt; omega)
      rw [hij]
    · have := j.isLt
      omega
    · have := j.isLt
      omega
  | succ n ih =>
    obtain ⟨P, hP, hPv⟩ := exists_orthogonal_first_column v hv
    -- split off the first orbital
    obtain ⟨a, V, B, hB, hsplit⟩ : ∃ a V B, B.IsSymm ∧ Pᵀ * A * P = coupled a V B := by
      have hS : (Pᵀ * A * P)ᵀ = Pᵀ * A * P := by
        simp only [Matrix.transpose_mul, Matrix.transpose_transpose, hA.eq, Matrix.mul_assoc]
      generalize Pᵀ * A * P = M at hS
      refine ⟨M 0 0, fun i => M i.succ 0, M.submatrix Fin.succ Fin.succ, ?_, ?_⟩
      · change (M.submatrix Fin.succ Fin.succ)ᵀ = M.submatrix Fin.succ Fin.succ
        ext i j
        exact congrFun (congrFun hS i.succ) j.succ
      · ext i j
        cases i using Fin.cases with
        | zero =>
          cases j using Fin.cases with
          | zero => rfl
          | succ j => exact congrFun (congrFun hS j.succ) 0
        | succ i => cases j using Fin.cases <;> rfl
    -- the next orbital points along `V`, or anywhere if `V = 0`
    obtain ⟨β, w, hβ, hw, hV⟩ : ∃ (β : ℝ) (w : Fin (n + 1) → ℝ),
        0 ≤ β ∧ w ⬝ᵥ w = 1 ∧ ∀ i, V i = β * w i := by
      by_cases h : V = 0
      · exact ⟨0, Pi.single 0 1, le_rfl, by simp, by simp [h]⟩
      · exact ⟨_, _, Real.sqrt_nonneg _, hybridizingOrbital_spec h⟩
    obtain ⟨R, hR, hRw, hchain⟩ := ih B hB w hw
    refine ⟨P * coupled 1 0 R, ?_, fun i => ?_, ?_⟩
    · calc (P * coupled 1 0 R)ᵀ * (P * coupled 1 0 R)
          = (coupled 1 0 R)ᵀ * (Pᵀ * P) * coupled 1 0 R := by
            simp only [Matrix.transpose_mul, Matrix.mul_assoc]
        _ = 1 := by rw [hP, mul_one, rotate_bath_orthogonal hR]
    · rw [Matrix.mul_apply, Fin.sum_univ_succ]
      simp [coupled, hPv]
    · have h : (P * coupled 1 0 R)ᵀ * A * (P * coupled 1 0 R)
          = coupled a (Pi.single 0 β) (Rᵀ * B * R) := by
        calc (P * coupled 1 0 R)ᵀ * A * (P * coupled 1 0 R)
            = (coupled 1 0 R)ᵀ * (Pᵀ * A * P) * coupled 1 0 R := by
              simp only [Matrix.transpose_mul, Matrix.mul_assoc]
          _ = coupled a (Pi.single 0 β) (Rᵀ * B * R) := by
              rw [hsplit, rotate_bath,
                coupling_to_first_site hR (fun i => by rw [hRw, hV])]
      rw [h]
      exact hchain.attach a hβ
```

## From star to chain

Apply this to \(A=\mathrm{diag}(\varepsilon)\) and \(v=h\). The impurity keeps its energy \(\varepsilon_d\) and couples with strength \(\sqrt{V\cdot V}\) to the first site, which is \(h\). With one bath level, \(Q\) is the sign of \(V_0\), the coupling is \(|V_0|\), and the level energy is unchanged.

Numerical renormalisation group calculations for the Anderson impurity model use chains of this kind, with a repulsion between electrons on the impurity added. The change of basis acts only on the bath, so it leaves that repulsion unchanged. The decay of hoppings along Wilson's chain comes from logarithmic discretisation of the band, whereas the levels here are arbitrary and no decay is claimed.

The same argument handles bath levels that are coupled to one another, since it uses only the symmetry of the bath matrix.

```lean
/-- An impurity coupled with amplitudes `V ≠ 0` to independent bath levels `ε` is mapped, by an
orthogonal change of the bath basis, to an impurity coupled only to the first site of a chain.
That site is the hybridizing orbital, and the coupling is `√(V ⬝ᵥ V)`. -/
theorem star_to_wilson_chain {n : ℕ} (εd : ℝ) (ε V : Fin (n + 1) → ℝ) (hV : V ≠ 0) :
    ∃ Q T : Matrix (Fin (n + 1)) (Fin (n + 1)) ℝ,
      Qᵀ * Q = 1 ∧ (∀ i, Q i 0 = hybridizingOrbital V i) ∧ IsChain T ∧
      (coupled 1 0 Q)ᵀ * coupled εd V (Matrix.diagonal ε) * coupled 1 0 Q
        = coupled εd (Pi.single 0 √(V ⬝ᵥ V)) T := by
  obtain ⟨hunit, hdir⟩ := hybridizingOrbital_spec hV
  obtain ⟨Q, hQ, hQv, hT⟩ := exists_wilson_chain (Matrix.diagonal ε)
    (Matrix.diagonal_transpose ε) (hybridizingOrbital V) hunit
  refine ⟨Q, _, hQ, hQv, hT, ?_⟩
  rw [rotate_bath, coupling_to_first_site hQ (fun i => by rw [hQv]; exact hdir i)]
```

## Spectral moments at the first site

Since \(QQ^T=1\), the inner factors cancel in \((Q^TAQ)^k=Q^TA^kQ\). The \((0,0)\) entry is therefore \(v\cdot A^kv\): the first site of the chain has the same spectral moments as the orbital \(v\) had in the original system.

```lean
/-- For an orthogonal `Q` with first column `v`, the `k`-th spectral moment of `A` in the orbital
`v` equals the `k`-th moment of `Qᵀ A Q` at its first site. -/
theorem first_site_moments {n : ℕ} {A Q : Matrix (Fin (n + 1)) (Fin (n + 1)) ℝ}
    {v : Fin (n + 1) → ℝ} (hQ : Qᵀ * Q = 1) (hQv : ∀ i, Q i 0 = v i) (k : ℕ) :
    ((Qᵀ * A * Q) ^ k) 0 0 = v ⬝ᵥ (A ^ k *ᵥ v) := by
  have hQ' : Q * Qᵀ = 1 := mul_eq_one_comm.mp hQ
  -- powers commute with the change of basis
  have hp : (Qᵀ * A * Q) ^ k = Qᵀ * A ^ k * Q := by
    induction k with
    | zero => simp [hQ]
    | succ k ih =>
      rw [pow_succ, ih, pow_succ]
      calc Qᵀ * A ^ k * Q * (Qᵀ * A * Q) = Qᵀ * A ^ k * (Q * Qᵀ) * A * Q := by
            simp only [Matrix.mul_assoc]
        _ = Qᵀ * (A ^ k * A) * Q := by
            rw [hQ', mul_one]
            simp only [Matrix.mul_assoc]
  rw [hp, Matrix.mul_assoc]
  simp only [Matrix.mul_apply, Matrix.transpose_apply, hQv, dotProduct, Matrix.mulVec]

end

end WilsonChain
```

```lean
#print axioms WilsonChain.exists_orthogonal_first_column
#print axioms WilsonChain.star_to_wilson_chain
#print axioms WilsonChain.first_site_moments
```

```
'WilsonChain.exists_orthogonal_first_column' depends on axioms: [propext, Classical.choice, Quot.sound]
'WilsonChain.star_to_wilson_chain' depends on axioms: [propext, Classical.choice, Quot.sound]
'WilsonChain.first_site_moments' depends on axioms: [propext, Classical.choice, Quot.sound]
```
